# Least gradient energy selects the symmetric Nyquist split among trigonometric interpolants of degree at most $M$ on $2M$ equally spaced points starting at $0$

## Three interpolants through two points

Take the grid points $0$ and $\pi$ on a ring of length $2\pi$, with data $1$ and $-1$. The functions $e^{ix}$, $e^{-ix}$ and $\cos x$ all take these values. Two of them are complex although the data are real, and their derivatives at $0$ are $i$, $-i$ and $0$. The samples therefore fix neither the function between the points nor its gradient. The same happens on every grid of an even number of equally spaced points starting at $0$: $N = 2M$ samples face the $2M+1$ plane waves $e^{ikx}$ with integer $|k| \le M$, and the two outermost (Nyquist) waves agree at every grid point.

A variational rule removes the freedom. The gradient energy
$$E[p] = \int_0^{2\pi} |p'(x)|^2\,dx$$
equals $2\pi$, $2\pi$ and $\pi$ for the three functions, so it singles out $\cos x$. For one particle of mass $\mu$ on this ring, whose length is $2\pi$ in the chosen unit of length, $\hbar^2 E[p]/2\mu$ is the kinetic-energy integral of an unnormalised wavefunction $p$, and the result gives a criterion for treating the Nyquist coefficient in a plane-wave representation. The norm is not held fixed: the normalised value $E[p]/\int_0^{2\pi}|p|^2dx$ is $1$ for all three functions.

## The symmetric interpolant and the theorem

Let $M \ge 1$, $N = 2M$, $x_j = 2\pi j/N$ for $j = 0, \dots, N-1$, and let $f_j$ be complex data. For coefficients $c_k$ put $p_c(x) = \sum_{k=-M}^{M} c_k e^{ikx}$. Define
$$\hat f_l = \frac1N \sum_{j=0}^{N-1} f_j e^{-ilx_j}, \qquad s_k = \hat f_k \ \ (|k|<M), \qquad s_M = s_{-M} = \tfrac12 \hat f_M .$$
The outer terms of $p_s$ combine to $\hat f_M \cos Mx$.

In Lean, `mode k x` is $e^{ikx}$, `node N j` is $x_j$, `trig M c` is $p_c$, `dft N f l` is $\hat f_l$ with the factor $1/N$ in the forward transform, and `symCoeff M f` is $s$. The function `energy p` is $E[p]$, with `deriv` the derivative in the real variable. `Interpolates N f p` says $p(x_j) = f_j$ for all $j < N$. Data are typed `ℕ → ℂ` and coefficients `ℤ → ℂ`, but only $j < N$ and $|k| \le M$ enter.

Under `hM : 0 < M`, the theorem `unique_minimizer` states that $p_s$ interpolates and $s_M = s_{-M}$, and that every coefficient family $d$ whose polynomial interpolates satisfies three things: $E[p_s] \le E[p_d]$; equality holds exactly when $d_M = d_{-M}$; and $d_M = d_{-M}$ holds exactly when $d_k = s_k$ for all $|k| \le M$. The theorem `energy_excess` gives the gap,
$$E[p_d] = E[p_s] + \pi M^2 |d_M - d_{-M}|^2 .$$
The setting is one dimension, period $2\pi$, an even number of equally spaced points starting at $0$, and competitors of degree at most $M$. Odd grids, several dimensions and convergence as $N$ grows are not treated.

## From orthogonality to the energy gap

*Orthogonality.* With $\zeta = e^{2\pi i/N}$ and an integer $m$, $\sum_j e^{imx_j} = \sum_j (\zeta^m)^j$. This is $N$ if $N$ divides $m$, and otherwise $(\zeta^{mN}-1)/(\zeta^m-1) = 0$. Likewise $\int_0^{2\pi} e^{imx}dx$ is $2\pi$ for $m=0$ and $(e^{2\pi i m}-1)/(im) = 0$ otherwise.

*Energy in coefficients.* Integrating $|p_a|^2 = \sum_{k,l} a_k \overline{a_l}\, e^{i(k-l)x}$ keeps only $k=l$, so $\int_0^{2\pi}|p_a|^2dx = 2\pi\sum_k |a_k|^2$. The derivative $p_c'$ has coefficients $a_k = ikc_k$, hence $E[p_c] = 2\pi\sum_k k^2|c_k|^2$.

*Aliasing.* If $p_c$ interpolates, then
$$\hat f_l = \sum_k c_k \frac1N\sum_j e^{i(k-l)x_j} = \sum_{k:\ N \mid k-l} c_k .$$
For $|l|<M$ one has $|k-l|<2M$, so only $k=l$ survives and $c_l = \hat f_l$. For $l=M$ the difference $k-M$ lies between $-2M$ and $0$, so $k=-M$ and $k=M$ survive and $c_{-M}+c_M = \hat f_M$.

*Existence.* Since $Mx_j = \pi j$, $e^{-iMx_j} = e^{iMx_j}$, and the two halves recombine: $p_s(x_j) = \sum_{r=0}^{N-1}\hat f_{M-r}\,e^{i(M-r)x_j}$. Inserting the definition of $\hat f$ and using $r(x_l - x_j) = (l-j)x_r$,
$$p_s(x_j) = \frac1N\sum_{l=0}^{N-1} f_l\, e^{-iMx_l}e^{iMx_j}\sum_{r=0}^{N-1} e^{i(l-j)x_r} = f_j ,$$
because $|l-j|<N$ leaves only $l=j$.

*The gap.* The inner coefficients of $d$ and $s$ agree. With $u = d_{-M}$, $v = d_M$ and $s_{\pm M} = (u+v)/2$,
$$E[p_d]-E[p_s] = 2\pi M^2\Big(|u|^2+|v|^2-2\Big|\frac{u+v}{2}\Big|^2\Big) = \pi M^2|v-u|^2$$
by the parallelogram identity $|u+v|^2+|v-u|^2 = 2|u|^2+2|v|^2$. As $\pi M^2>0$, the gap vanishes exactly when $u=v$, and then $u+v=\hat f_M$ forces $u=v=\hat f_M/2$. For $M=1$ and $p_d = e^{ix}$ the gap is $\pi$, matching $2\pi-\pi$ above.

## Higher harmonics can lower the energy

The degree bound, built into `trig M`, is needed for minimality. On the two-point grid with data $1,-1$, the function $q = \tfrac{9}{10}\cos x+\tfrac1{10}\cos 3x$ interpolates and has
$$E[q] = \pi\Big(\frac{81}{100}+\frac{9}{100}\Big) = \frac{9\pi}{10} < \pi = E[\cos x].$$
The hypothesis `hM` is needed for uniqueness: at $M=0$ the grid is empty, and every constant interpolates with energy zero. These examples, like the numbers in the two-point illustration, are direct computations and are not theorems of the file.

## The Lean file

```lean
import Mathlib

open Finset
open Complex (I)
open scoped Real ComplexConjugate

namespace EvenGridInterpolation

noncomputable section

/-- The plane wave `e^{ikx}`. -/
def mode (k : ℤ) (x : ℝ) : ℂ := Complex.exp (k * I * x)

/-- The grid point `2πj/N`. -/
def node (N j : ℕ) : ℝ := 2 * π * j / N

/-- The trigonometric polynomial `∑_{|k| ≤ M} c_k e^{ikx}`. -/
def trig (M : ℕ) (c : ℤ → ℂ) (x : ℝ) : ℂ := ∑ k ∈ Icc (-(M : ℤ)) M, c k * mode k x

/-- The gradient energy: the integral of `|p'|²` over `[0, 2π]`. -/
def energy (p : ℝ → ℂ) : ℝ := ∫ x in (0 : ℝ)..2 * π, ‖deriv p x‖ ^ 2

/-- `p` takes the value `f j` at each of the `N` grid points. -/
def Interpolates (N : ℕ) (f : ℕ → ℂ) (p : ℝ → ℂ) : Prop := ∀ j < N, p (node N j) = f j

/-- The discrete Fourier coefficient `(1/N) ∑_j f_j e^{-il x_j}`. -/
def dft (N : ℕ) (f : ℕ → ℂ) (l : ℤ) : ℂ := (∑ j ∈ range N, f j * mode (-l) (node N j)) / N

/-- DFT coefficients on `2M` points, the one at `M` shared equally between `M` and `-M`. -/
def symCoeff (M : ℕ) (f : ℕ → ℂ) (k : ℤ) : ℂ :=
  if k = M ∨ k = -M then dft (2 * M) f M / 2 else dft (2 * M) f k

/-- Wave numbers add when plane waves are multiplied. -/
theorem mode_mul (a b : ℤ) (x : ℝ) : mode a x * mode b x = mode (a + b) x := by
  simp only [mode, ← Complex.exp_add]
  congr 1; push_cast; ring

/-- A plane wave summed over the grid gives `N` if `N` divides its wave number, else zero. -/
theorem grid_sum {N : ℕ} (hN : N ≠ 0) (m : ℤ) :
    ∑ j ∈ range N, mode m (node N j) = if (N : ℤ) ∣ m then (N : ℂ) else 0 := by
  have hζ := Complex.isPrimitiveRoot_exp N hN
  have h : ∀ j, mode m (node N j) = (Complex.exp (2 * π * I / N) ^ m) ^ j := by
    intro j
    rw [← Complex.exp_int_mul, ← Complex.exp_nat_mul]
    simp only [mode, node]
    congr 1; push_cast; ring
  simp only [h]
  split_ifs with hd
  · rw [(hζ.zpow_eq_one_iff_dvd m).2 hd]; simp
  · rw [geom_sum_eq (mt (hζ.zpow_eq_one_iff_dvd m).1 hd), ← zpow_natCast, ← zpow_mul,
      (hζ.zpow_eq_one_iff_dvd _).2 (dvd_mul_left _ _)]
    simp

/-- A plane wave integrates over a period to `2π` at wave number zero and to zero otherwise. -/
theorem integral_mode (m : ℤ) :
    ∫ x in (0 : ℝ)..2 * π, mode m x = if m = 0 then (2 * π : ℂ) else 0 := by
  split_ifs with h
  · simp [mode, h]
  · have hc : (m : ℂ) * I ≠ 0 := mul_ne_zero (Int.cast_ne_zero.2 h) Complex.I_ne_zero
    have h1 : Complex.exp (m * I * ((2 * π : ℝ) : ℂ)) = 1 := by
      rw [← Complex.exp_int_mul_two_pi_mul_I m]
      congr 1; push_cast; ring
    simp only [mode]
    rw [integral_exp_mul_complex hc, h1]
    simp

/-- Parseval's identity for a trigonometric polynomial. -/
theorem parseval (M : ℕ) (a : ℤ → ℂ) :
    ∫ x in (0 : ℝ)..2 * π, ‖trig M a x‖ ^ 2 = 2 * π * ∑ k ∈ Icc (-(M : ℤ)) M, ‖a k‖ ^ 2 := by
  have hpt : ∀ x, ((‖trig M a x‖ ^ 2 : ℝ) : ℂ) = ∑ p ∈ Icc (-(M : ℤ)) M ×ˢ Icc (-(M : ℤ)) M,
      a p.1 * conj (a p.2) * mode (p.1 - p.2) x := by
    intro x
    have hconj : ∀ l, conj (mode l x) = mode (-l) x := by
      intro l
      simp only [mode]
      rw [← Complex.exp_conj]
      congr 1; simp
    rw [← Complex.normSq_eq_norm_sq, ← Complex.mul_conj, trig, map_sum, sum_mul_sum, sum_product]
    refine sum_congr rfl fun k _ => sum_congr rfl fun l _ => ?_
    simp only [map_mul, hconj, sub_eq_add_neg, ← mode_mul]
    ring
  apply Complex.ofReal_injective
  rw [← intervalIntegral.integral_ofReal]
  simp only [hpt]
  rw [intervalIntegral.integral_finsetSum
    fun p _ => Continuous.intervalIntegrable (by unfold mode; fun_prop) _ _]
  simp only [intervalIntegral.integral_const_mul, integral_mode, sum_product]
  push_cast
  rw [mul_sum]
  refine sum_congr rfl fun k hk => ?_
  simp only [sub_eq_zero, mul_ite, mul_zero, sum_ite_eq, hk, if_true]
  rw [Complex.mul_conj, Complex.normSq_eq_norm_sq]
  push_cast; ring

/-- The gradient energy of a trigonometric polynomial is `2π ∑ k² |c_k|²`. -/
theorem energy_eq (M : ℕ) (c : ℤ → ℂ) :
    energy (trig M c) = 2 * π * ∑ k ∈ Icc (-(M : ℤ)) M, (k : ℝ) ^ 2 * ‖c k‖ ^ 2 := by
  have hd : deriv (trig M c) = trig M (fun k => (k : ℂ) * I * c k) := by
    funext x
    apply HasDerivAt.deriv
    show HasDerivAt (fun y => ∑ k ∈ Icc (-(M : ℤ)) M, c k * mode k y)
      (∑ k ∈ Icc (-(M : ℤ)) M, ((k : ℤ) : ℂ) * I * c k * mode k x) x
    refine HasDerivAt.fun_sum fun k _ => ?_
    have h : HasDerivAt (fun y : ℝ => Complex.exp (k * I * y))
        (Complex.exp (k * I * x) * (k * I * 1)) x :=
      ((hasDerivAt_id (x : ℂ)).const_mul ((k : ℂ) * I)).cexp.comp_ofReal
    exact (h.const_mul (c k)).congr_deriv (by simp only [mode]; ring)
  rw [energy, hd, parseval]
  simp only [norm_mul, Complex.norm_I, Complex.norm_intCast, mul_one, mul_pow, sq_abs]

/-- A sum over `|k| ≤ M` is the two terms at `∓M` plus the sum over `|k| < M`. -/
theorem sum_split {E : Type*} [AddCommMonoid E] {M : ℕ} (hM : 0 < M) (g : ℤ → E) :
    ∑ k ∈ Icc (-(M : ℤ)) M, g k = g (-M) + (g M + ∑ k ∈ Ioo (-(M : ℤ)) M, g k) := by
  have h : Icc (-(M : ℤ)) M = insert (-(M : ℤ)) (insert (M : ℤ) (Ioo (-(M : ℤ)) M)) := by
    ext k; simp only [mem_Icc, mem_insert, mem_Ioo]; omega
  have h1 : -(M : ℤ) ∉ insert (M : ℤ) (Ioo (-(M : ℤ)) M) := by
    simp only [mem_insert, mem_Ioo]; omega
  have h2 : (M : ℤ) ∉ Ioo (-(M : ℤ)) M := by simp
  rw [h, sum_insert h1, sum_insert h2]

/-- For an interpolant on `2M` points, the coefficients with `|l| < M` and the sum of those
at `∓M` are DFT coefficients of the data. -/
theorem aliasing {M : ℕ} (hM : 0 < M) {f : ℕ → ℂ} {c : ℤ → ℂ}
    (h : Interpolates (2 * M) f (trig M c)) :
    (∀ l ∈ Ioo (-(M : ℤ)) M, c l = dft (2 * M) f l) ∧ c (-M) + c M = dft (2 * M) f M := by
  have hN : 2 * M ≠ 0 := by omega
  -- the DFT collects all wave numbers congruent to `l` modulo `2M`
  have key : ∀ l : ℤ, dft (2 * M) f l =
      ∑ k ∈ Icc (-(M : ℤ)) M, if ((2 * M : ℕ) : ℤ) ∣ k - l then c k else 0 := by
    intro l
    have h1 : ∀ j ∈ range (2 * M), f j * mode (-l) (node (2 * M) j) =
        ∑ k ∈ Icc (-(M : ℤ)) M, c k * mode (k - l) (node (2 * M) j) := by
      intro j hj
      rw [← h j (mem_range.1 hj), trig, sum_mul]
      simp only [mul_assoc, mode_mul, sub_eq_add_neg]
    rw [dft, sum_congr rfl h1, sum_comm, sum_div]
    refine sum_congr rfl fun k _ => ?_
    rw [← mul_sum, grid_sum hN]
    split_ifs
    · exact mul_div_cancel_right₀ _ (Nat.cast_ne_zero.2 hN)
    · simp
  constructor
  · intro l hl
    rw [mem_Ioo] at hl
    rw [key, sum_eq_single l]
    · simp
    · intro k hk hkl
      rw [mem_Icc] at hk
      have hb : |k - l| < ((2 * M : ℕ) : ℤ) := abs_lt.2 ⟨by omega, by omega⟩
      exact if_neg fun hd => hkl (sub_eq_zero.1 (Int.eq_zero_of_abs_lt_dvd hd hb))
    · exact fun hl' => absurd (mem_Icc.2 ⟨hl.1.le, hl.2.le⟩) hl'
  · have hz : ∑ k ∈ Ioo (-(M : ℤ)) M, (if ((2 * M : ℕ) : ℤ) ∣ k - M then c k else 0) = 0 := by
      refine sum_eq_zero fun k hk => ?_
      rw [mem_Ioo] at hk
      have hb : |k - M| < ((2 * M : ℕ) : ℤ) := abs_lt.2 ⟨by omega, by omega⟩
      exact if_neg fun hd => hk.2.ne (sub_eq_zero.1 (Int.eq_zero_of_abs_lt_dvd hd hb))
    have e1 : ((2 * M : ℕ) : ℤ) ∣ -(M : ℤ) - M := ⟨-1, by push_cast; ring⟩
    have e2 : ((2 * M : ℕ) : ℤ) ∣ (M : ℤ) - M := by simp
    rw [key, sum_split hM, if_pos e1, if_pos e2, hz, add_zero]

/-- The symmetric polynomial takes the prescribed values on the grid. -/
theorem symCoeff_interpolates {M : ℕ} (hM : 0 < M) (f : ℕ → ℂ) :
    Interpolates (2 * M) f (trig M (symCoeff M f)) := by
  intro j hj
  have hN : 2 * M ≠ 0 := by omega
  have hM' : (M : ℂ) ≠ 0 := Nat.cast_ne_zero.2 hM.ne'
  -- the modes `M` and `-M` coincide on the grid
  have hny : mode (-M) (node (2 * M) j) = mode M (node (2 * M) j) := by
    rw [← mul_one (mode (-M) _), ← Complex.exp_nat_mul_two_pi_mul_I j]
    simp only [mode, node, ← Complex.exp_add]
    congr 1; push_cast; field_simp
    ring
  have hr : ∀ G : ℤ → ℂ, ∑ i ∈ range (2 * M), G (M - ((i : ℕ) : ℤ)) =
      G M + ∑ k ∈ Ioo (-(M : ℤ)) M, G k := by
    intro G
    have hn : (M : ℤ) ∉ Ioo (-(M : ℤ)) M := by simp
    rw [← sum_insert (f := G) hn]
    refine sum_nbij' (fun i : ℕ => (M : ℤ) - i) (fun k : ℤ => (M - k).toNat)
      ?_ ?_ ?_ ?_ (fun _ _ => rfl) <;> intro a ha <;>
      simp only [mem_range, mem_insert, mem_Ioo] at ha ⊢ <;> omega
  have h1 : trig M (symCoeff M f) (node (2 * M) j) = ∑ i ∈ range (2 * M),
      dft (2 * M) f (M - ((i : ℕ) : ℤ)) * mode (M - ((i : ℕ) : ℤ)) (node (2 * M) j) := by
    have ha : symCoeff M f M = dft (2 * M) f M / 2 := if_pos (Or.inl rfl)
    have hb : symCoeff M f (-M) = dft (2 * M) f M / 2 := if_pos (Or.inr rfl)
    have hs : ∀ k ∈ Ioo (-(M : ℤ)) M, symCoeff M f k * mode k (node (2 * M) j) =
        dft (2 * M) f k * mode k (node (2 * M) j) := fun k hk => by
      rw [symCoeff, if_neg (by rw [mem_Ioo] at hk; omega)]
    rw [trig, sum_split hM, hny, hr fun k => dft (2 * M) f k * mode k (node (2 * M) j),
      ha, hb, sum_congr rfl hs]
    ring
  -- DFT inversion
  have h2 : ∀ i : ℕ, dft (2 * M) f (M - (i : ℤ)) * mode (M - (i : ℤ)) (node (2 * M) j) =
      ∑ l ∈ range (2 * M), f l * mode (-M) (node (2 * M) l) * mode M (node (2 * M) j) /
        ((2 * M : ℕ) : ℂ) * mode (((l : ℕ) : ℤ) - j) (node (2 * M) i) := by
    intro i
    rw [dft, sum_div, sum_mul]
    refine sum_congr rfl fun l _ => ?_
    have : mode (-(M - (i : ℤ))) (node (2 * M) l) * mode (M - (i : ℤ)) (node (2 * M) j) =
        mode (-M) (node (2 * M) l) * mode M (node (2 * M) j) *
          mode ((l : ℤ) - j) (node (2 * M) i) := by
      simp only [mode, node, ← Complex.exp_add]
      congr 1; push_cast; ring
    linear_combination (f l / ((2 * M : ℕ) : ℂ)) * this
  rw [h1, sum_congr rfl fun i _ => h2 i, sum_comm]
  simp only [← mul_sum, grid_sum hN]
  rw [sum_eq_single j]
  · rw [sub_self, if_pos (dvd_zero _), div_mul_cancel₀ _ (Nat.cast_ne_zero.2 hN), mul_assoc,
      mode_mul]
    simp [mode]
  · intro l hl hlj
    rw [mem_range] at hl
    have hb : |(l : ℤ) - j| < ((2 * M : ℕ) : ℤ) := abs_lt.2 ⟨by omega, by omega⟩
    have h0 : (l : ℤ) - j ≠ 0 := by omega
    rw [if_neg fun hd => h0 (Int.eq_zero_of_abs_lt_dvd hd hb), mul_zero]
  · exact fun h => absurd (mem_range.2 hj) h

/-- On `2M` points, the energy of an interpolant `trig M d` of degree at most `M` exceeds that of
the symmetric one by `π M² |d_M - d_{-M}|²`. -/
theorem energy_excess {M : ℕ} (hM : 0 < M) {f : ℕ → ℂ} {d : ℤ → ℂ}
    (h : Interpolates (2 * M) f (trig M d)) :
    energy (trig M d) = energy (trig M (symCoeff M f)) + π * M ^ 2 * ‖d M - d (-M)‖ ^ 2 := by
  obtain ⟨h1, h2⟩ := aliasing hM h
  have ha : symCoeff M f M = dft (2 * M) f M / 2 := if_pos (Or.inl rfl)
  have hb : symCoeff M f (-M) = dft (2 * M) f M / 2 := if_pos (Or.inr rfl)
  have hs : ∑ k ∈ Ioo (-(M : ℤ)) M, (k : ℝ) ^ 2 * ‖d k‖ ^ 2 =
      ∑ k ∈ Ioo (-(M : ℤ)) M, (k : ℝ) ^ 2 * ‖symCoeff M f k‖ ^ 2 :=
    sum_congr rfl fun k hk => by rw [h1 k hk, (aliasing hM (symCoeff_interpolates hM f)).1 k hk]
  -- parallelogram identity
  have hp : ‖(d (-M) + d M) / 2‖ ^ 2 =
      (‖d (-M)‖ ^ 2 + ‖d M‖ ^ 2) / 2 - ‖d M - d (-M)‖ ^ 2 / 4 := by
    simp only [Complex.sq_norm, Complex.normSq_apply, Complex.div_ofNat_re, Complex.div_ofNat_im,
      Complex.add_re, Complex.add_im, Complex.sub_re, Complex.sub_im]
    ring
  rw [energy_eq, energy_eq, sum_split hM, sum_split hM, hs, ha, hb, ← h2, hp]
  push_cast; ring

/-- On `2M` points the symmetric polynomial interpolates, has equal coefficients at `±M` and least
energy among the interpolants `trig M d` of degree at most `M`; such an interpolant attains that
energy iff `d_M = d_{-M}` iff it has the same coefficients. -/
theorem unique_minimizer {M : ℕ} (hM : 0 < M) (f : ℕ → ℂ) :
    Interpolates (2 * M) f (trig M (symCoeff M f)) ∧ symCoeff M f M = symCoeff M f (-M) ∧
    ∀ d, Interpolates (2 * M) f (trig M d) →
      energy (trig M (symCoeff M f)) ≤ energy (trig M d) ∧
      (energy (trig M d) = energy (trig M (symCoeff M f)) ↔ d M = d (-M)) ∧
      (d M = d (-M) ↔ ∀ k ∈ Icc (-(M : ℤ)) M, d k = symCoeff M f k) := by
  have ha : symCoeff M f M = dft (2 * M) f M / 2 := if_pos (Or.inl rfl)
  have hb : symCoeff M f (-M) = dft (2 * M) f M / 2 := if_pos (Or.inr rfl)
  refine ⟨symCoeff_interpolates hM f, ha.trans hb.symm, fun d hd => ?_⟩
  obtain ⟨h1, h2⟩ := aliasing hM hd
  have hp : 0 < π * (M : ℝ) ^ 2 := mul_pos Real.pi_pos (pow_pos (Nat.cast_pos.2 hM) 2)
  rw [energy_excess hM hd]
  refine ⟨le_add_of_nonneg_right (by positivity), ?_, fun h k hk => ?_, fun h => ?_⟩
  · rw [add_eq_left, mul_eq_zero, or_iff_right hp.ne', pow_eq_zero_iff two_ne_zero,
      norm_eq_zero, sub_eq_zero]
  · by_cases k1 : k = M
    · rw [k1, ha, ← h2]; linear_combination (1 / 2 : ℂ) * h
    by_cases k2 : k = -M
    · rw [k2, hb, ← h2]; linear_combination (-1 / 2 : ℂ) * h
    rw [mem_Icc] at hk
    rw [h1 k (mem_Ioo.2 ⟨by omega, by omega⟩), symCoeff, if_neg (not_or.2 ⟨k1, k2⟩)]
  · rw [h M (mem_Icc.2 ⟨by omega, by omega⟩), h (-M) (mem_Icc.2 ⟨by omega, by omega⟩), ha, hb]

end

end EvenGridInterpolation
```

```lean
#print axioms EvenGridInterpolation.unique_minimizer
-- 'EvenGridInterpolation.unique_minimizer' depends on axioms: [propext, Classical.choice, Quot.sound]
```

## Orthogonality and Parseval in Lean

`mode_mul` adds wave numbers. In `grid_sum`, `Complex.isPrimitiveRoot_exp` supplies $\zeta$, `zpow_eq_one_iff_dvd` turns $\zeta^m=1$ into $N \mid m$, and `geom_sum_eq` is the geometric series. `integral_mode` uses `integral_exp_mul_complex` and $e^{2\pi i m}=1$. In `parseval`, `hpt` is the double-sum expansion of $|p_a|^2$; the real identity is moved to $\mathbb C$ by `Complex.ofReal_injective`, sum and integral are exchanged, and `sum_ite_eq` picks the diagonal. `energy_eq` identifies the derivative in `hd`, term by term through `HasDerivAt.fun_sum`, and then applies `parseval`.

## Aliasing and inversion in Lean

`sum_split` separates $k=-M$ and $k=M$ from the open range `Ioo (-(M : ℤ)) M`; the two are distinct because of `hM`. In `aliasing`, `key` is the formula for $\hat f_l$ as a sum over $k$ with $N \mid k-l$. The lemma `Int.eq_zero_of_abs_lt_dvd` says that a multiple of $N$ smaller than $N$ in modulus is zero, which removes the unwanted terms, while `e1` and `e2` keep $k=-M$ and $k=M$.

In `symCoeff_interpolates`, `hny` is the coincidence of the Nyquist waves on the grid, and `hr` reindexes $-M<k\le M$ as $k=M-r$, with $r$ written `i` in the code. Then `h1` is the recombined sum, `h2` is the exchange $r(x_l - x_j) = (l-j)x_r$, and `grid_sum` with `sum_eq_single j` leaves $f_j$.

## The gap and the two equivalences in Lean

`energy_excess` applies `aliasing` to $d$ and to $s$ to match the inner sums in `hs`. Its `hp` is the parallelogram identity in the form $|(u+v)/2|^2 = (|u|^2+|v|^2)/2-|v-u|^2/4$, proved on real and imaginary parts by `ring`. `unique_minimizer` rewrites with the gap. The inequality follows by `positivity`, and the first equivalence uses $\pi M^2 \ne 0$ to reduce a vanishing product to $d_M = d_{-M}$. For the second, the cases $k=M$ and $k=-M$ are closed by `linear_combination` from $u=v$ after replacing $\hat f_M$ by $u+v$, the inner $k$ come from `aliasing`, and the converse reads off both outer coefficients as $\hat f_M/2$.
